# An aggregate's B′ is no lower than the smallest phase value, if that value is at least −1

I have a sample made of several solid phases, all at the same pressure and temperature, with fixed amounts of each. I know the isothermal volume curve V_i(P) of every phase, and I add them to get the curve of the sample. The bulk modulus B of the sum lies between those of the phases. But its pressure derivative B′ also depends on how the compression is shared between soft and stiff phases. If every phase has B_i′ ≥ 3 at some pressure, could the mixture have B′ = 2.5 there?

## Unequal stiffness does not break a common lower bound of −1 or more

No. A common lower bound m on the B_i′ passes to the aggregate whenever m ≥ −1. Primes denote pressure derivatives, and everything is evaluated at one pressure P.

For a single phase B_i = −V_i/V_i′, and the quotient rule gives

B_i′ = V_i V_i″/V_i′² − 1, so V_i (B_i′ + 1) = V_i″ B_i².

Hence B_i′ ≥ −1 means V_i″ ≥ 0: compression becomes no easier, in absolute volume, as pressure rises. The total volume V = Σ V_i obeys the same relations. Since V_i/B_i = −V_i′, summation gives the Reuss average

V/B = Σ V_i/B_i.

Put r_i = B/B_i, so that Σ V_i r_i = V. Adding the second derivatives gives

V (B′ + 1) = B² Σ V_i″ = Σ V_i (B_i′ + 1) r_i².

Now subtract (m + 1)V from both sides and use Σ V_i (r_i − 1)² = Σ V_i r_i² − V:

V (B′ − m) = Σ V_i (B_i′ − m) r_i² + (m + 1) Σ V_i (r_i − 1)².

If B_i′ ≥ m ≥ −1, both terms on the right are nonnegative, so B′ ≥ m. The same identity shows that if all B_i′ equal m > −1 and two moduli differ, then B′ > m.

Without m ≥ −1 the bound can fail. With p measured from P, in arbitrary units, take two phases

V_a = 1 − p − p²/2, V_b = 1 − p/3 − p²/18.

At p = 0 they have B_a = 1, B_b = 3 and B_a′ = B_b′ = −2, but the sum has B = 3/2 and B′ = −9/4.

Here is the argument in Lean 4 with Mathlib:

```lean
import Mathlib

open Filter Topology

namespace AggregateEquationOfState

/-- The isothermal bulk modulus `B = -V / V'` of a volume curve `V(P)`, meant for pressures
at which `V' ≠ 0`. -/
noncomputable def bulkModulus (V : ℝ → ℝ) (p : ℝ) : ℝ := -V p / deriv V p

/-- At pressure `P` the volume `V` is positive and has negative slope; `V₁` is its slope near `P`,
and `V₂` is its second derivative at `P`. -/
structure CompressibleAt (V V₁ : ℝ → ℝ) (V₂ P : ℝ) : Prop where
  slope : ∀ᶠ p in 𝓝 P, HasDerivAt V (V₁ p) p
  curvature : HasDerivAt V₁ V₂ P
  vol_pos : 0 < V P
  slope_neg : V₁ P < 0

/-- The sum over all phases of a pressure-dependent quantity, such as the volume. -/
def total {ι : Type*} [Fintype ι] (f : ι → ℝ → ℝ) (p : ℝ) : ℝ := ∑ i, f i p

section OnePhase

variable {V V₁ : ℝ → ℝ} {V₂ P : ℝ}

/-- For a compressible body, the bulk modulus times the slope of the volume curve is minus
the volume. -/
theorem CompressibleAt.bulk_mul_slope (h : CompressibleAt V V₁ V₂ P) :
    bulkModulus V P * V₁ P = -V P := by
  rw [bulkModulus, h.slope.self_of_nhds.deriv]
  exact div_mul_cancel₀ _ h.slope_neg.ne

/-- A compressible body, with positive volume and negative slope at `P`, has a positive bulk modulus
there. -/
theorem CompressibleAt.bulk_pos (h : CompressibleAt V V₁ V₂ P) : 0 < bulkModulus V P := by
  rw [bulkModulus, h.slope.self_of_nhds.deriv]
  exact div_pos_of_neg_of_neg (neg_lt_zero.2 h.vol_pos) h.slope_neg

/-- The pressure derivative of the bulk modulus of a compressible body is
`B' = V V'' / V'² - 1`. -/
theorem CompressibleAt.hasDerivAt_bulk (h : CompressibleAt V V₁ V₂ P) :
    HasDerivAt (bulkModulus V) (V P * V₂ / V₁ P ^ 2 - 1) P := by
  have hne : V₁ P ^ 2 ≠ 0 := pow_ne_zero 2 h.slope_neg.ne
  -- the quotient rule, with the slope function in place of `deriv V`
  have key : HasDerivAt (fun p => -V p / V₁ p) (V P * V₂ / V₁ P ^ 2 - 1) P := by
    refine (h.slope.self_of_nhds.fun_neg.fun_div h.curvature h.slope_neg.ne).congr_deriv ?_
    rw [div_eq_iff hne, sub_mul, div_mul_cancel₀ _ hne]
    ring
  refine key.congr_of_eventuallyEq ?_
  filter_upwards [h.slope] with p hp
  simp only [bulkModulus, hp.deriv]

/-- For a compressible body, `V (B' + 1) = V'' B²`. -/
theorem CompressibleAt.curvature_eq (h : CompressibleAt V V₁ V₂ P) :
    V P * (deriv (bulkModulus V) P + 1) = V₂ * bulkModulus V P ^ 2 := by
  rw [h.hasDerivAt_bulk.deriv, bulkModulus, h.slope.self_of_nhds.deriv, sub_add_cancel]
  ring

end OnePhase

variable {ι : Type*} [Fintype ι] {V V₁ : ι → ℝ → ℝ} {V₂ : ι → ℝ} {P m : ℝ}

/-- An aggregate of finitely many, and at least one, compressible phases is compressible. -/
theorem compressibleAt_total [Nonempty ι]
    (h : ∀ i, CompressibleAt (V i) (V₁ i) (V₂ i) P) :
    CompressibleAt (total V) (total V₁) (∑ i, V₂ i) P where
  slope := by
    filter_upwards [eventually_all.2 fun i => (h i).slope] with p hp
    have hs : HasDerivAt (fun q => ∑ i, V i q) (∑ i, V₁ i p) p :=
      HasDerivAt.fun_sum fun i _ => hp i
    exact hs
  curvature := by
    have hs : HasDerivAt (fun q => ∑ i, V₁ i q) (∑ i, V₂ i) P :=
      HasDerivAt.fun_sum fun i _ => (h i).curvature
    exact hs
  vol_pos := Finset.sum_pos (fun i _ => (h i).vol_pos) Finset.univ_nonempty
  slope_neg := by
    have hs : 0 < ∑ i, -V₁ i P :=
      Finset.sum_pos (fun i _ => neg_pos.2 (h i).slope_neg) Finset.univ_nonempty
    rw [Finset.sum_neg_distrib] at hs
    exact neg_pos.1 hs

/-- Reuss average: for a nonempty aggregate of compressible phases at common pressure,
`V / B = ∑ V_i / B_i`. -/
theorem reuss_average [Nonempty ι] (h : ∀ i, CompressibleAt (V i) (V₁ i) (V₂ i) P) :
    total V P / bulkModulus (total V) P = ∑ i, V i P / bulkModulus (V i) P := by
  have hi : ∀ i, V i P / bulkModulus (V i) P = -V₁ i P := fun i => by
    rw [div_eq_iff (h i).bulk_pos.ne']
    linear_combination (h i).bulk_mul_slope
  have ht := compressibleAt_total h
  rw [Finset.sum_congr rfl fun i _ => hi i, Finset.sum_neg_distrib,
    div_eq_iff ht.bulk_pos.ne']
  change total V P = -total V₁ P * bulkModulus (total V) P
  linear_combination ht.bulk_mul_slope

/-- Exact mixing rule for a nonempty aggregate of compressible phases and any real `m`:
`V (B' - m) = ∑ V_i (B_i' - m) (B / B_i)² + (m + 1) ∑ V_i (B / B_i - 1)²`. -/
theorem mixing_rule [Nonempty ι] (h : ∀ i, CompressibleAt (V i) (V₁ i) (V₂ i) P) (m : ℝ) :
    total V P * (deriv (bulkModulus (total V)) P - m) =
      ∑ i, V i P * (deriv (bulkModulus (V i)) P - m) *
          (bulkModulus (total V) P / bulkModulus (V i) P) ^ 2 +
        (m + 1) * ∑ i, V i P * (bulkModulus (total V) P / bulkModulus (V i) P - 1) ^ 2 := by
  have ht := compressibleAt_total h
  -- the contribution of one phase, free of quotients
  have term : ∀ (b : ℝ) (i : ι), V i P * (deriv (bulkModulus (V i)) P - m) *
        (b / bulkModulus (V i) P) ^ 2 +
        (m + 1) * (V i P * (b / bulkModulus (V i) P - 1) ^ 2) =
      b ^ 2 * V₂ i + (m + 1) * (2 * b * V₁ i P + V i P) := by
    intro b i
    have hr := div_mul_cancel₀ b (h i).bulk_pos.ne'
    generalize b / bulkModulus (V i) P = r at hr ⊢
    linear_combination r ^ 2 * (h i).curvature_eq - 2 * (m + 1) * r * (h i).bulk_mul_slope +
      (V₂ i * (r * bulkModulus (V i) P + b) + 2 * (m + 1) * V₁ i P) * hr
  -- summation over the phases
  have hs : ∀ b : ℝ, ∑ i, (b ^ 2 * V₂ i + (m + 1) * (2 * b * V₁ i P + V i P)) =
      b ^ 2 * ∑ i, V₂ i + (m + 1) * (2 * b * total V₁ P + total V P) := by
    intro b
    simp only [total, Finset.sum_add_distrib, ← Finset.mul_sum]
  rw [Finset.mul_sum, ← Finset.sum_add_distrib, Finset.sum_congr rfl fun i _ => term _ i, hs]
  linear_combination ht.curvature_eq - 2 * (m + 1) * ht.bulk_mul_slope

/-- If every phase of a nonempty aggregate of compressible phases has `B_i' ≥ m` at pressure
`P`, with `m ≥ -1`, then the aggregate has `B' ≥ m` there. -/
theorem aggregate_bulk_deriv_ge [Nonempty ι]
    (h : ∀ i, CompressibleAt (V i) (V₁ i) (V₂ i) P) (hm : -1 ≤ m)
    (hB : ∀ i, m ≤ deriv (bulkModulus (V i)) P) :
    m ≤ deriv (bulkModulus (total V)) P := by
  have hT := (compressibleAt_total h).vol_pos
  have key : 0 ≤ total V P * (deriv (bulkModulus (total V)) P - m) := by
    rw [mixing_rule h m]
    refine add_nonneg (Finset.sum_nonneg fun i _ => ?_)
      (mul_nonneg (by linarith) (Finset.sum_nonneg fun i _ => ?_))
    · exact mul_nonneg (mul_nonneg (h i).vol_pos.le (sub_nonneg.2 (hB i))) (sq_nonneg _)
    · exact mul_nonneg (h i).vol_pos.le (sq_nonneg _)
  exact sub_nonneg.1 ((mul_nonneg_iff_of_pos_left hT).1 key)

/-- If the phases are all compressible and have the same `B_i' = m < -1` at `P`, and two differ in
bulk modulus, then the aggregate has `B' < m`. -/
theorem aggregate_bulk_deriv_lt (h : ∀ i, CompressibleAt (V i) (V₁ i) (V₂ i) P)
    (hm : m < -1) (hB : ∀ i, deriv (bulkModulus (V i)) P = m) {j k : ι}
    (hjk : bulkModulus (V j) P ≠ bulkModulus (V k) P) :
    deriv (bulkModulus (total V)) P < m := by
  have : Nonempty ι := ⟨j⟩
  have hT := (compressibleAt_total h).vol_pos
  -- some phase differs in bulk modulus from the aggregate
  obtain ⟨i, hi⟩ : ∃ i, bulkModulus (V i) P ≠ bulkModulus (total V) P := by
    by_contra hc
    have hall : ∀ i, bulkModulus (V i) P = bulkModulus (total V) P :=
      fun i => by_contra fun hne => hc ⟨i, hne⟩
    exact hjk ((hall j).trans (hall k).symm)
  have hne : bulkModulus (total V) P / bulkModulus (V i) P - 1 ≠ 0 := fun e =>
    hi ((div_eq_one_iff_eq (h i).bulk_pos.ne').1 (sub_eq_zero.1 e)).symm
  have hS : 0 < ∑ i, V i P * (bulkModulus (total V) P / bulkModulus (V i) P - 1) ^ 2 :=
    Finset.sum_pos' (fun i _ => mul_nonneg (h i).vol_pos.le (sq_nonneg _))
      ⟨i, Finset.mem_univ i, mul_pos (h i).vol_pos
        (lt_of_le_of_ne (sq_nonneg _) (pow_ne_zero 2 hne).symm)⟩
  have key := mixing_rule h m
  simp only [hB, sub_self, mul_zero, zero_mul, Finset.sum_const_zero, zero_add] at key
  have hneg := mul_neg_of_neg_of_pos (by linarith : m + 1 < 0) hS
  by_contra hc
  have hpos := mul_nonneg hT.le (sub_nonneg.2 (not_lt.1 hc))
  linarith

end AggregateEquationOfState
```

```lean
#print axioms AggregateEquationOfState.reuss_average
#print axioms AggregateEquationOfState.aggregate_bulk_deriv_ge
#print axioms AggregateEquationOfState.aggregate_bulk_deriv_lt
```

```
'AggregateEquationOfState.reuss_average' depends on axioms: [propext, Classical.choice, Quot.sound]
'AggregateEquationOfState.aggregate_bulk_deriv_ge' depends on axioms: [propext, Classical.choice, Quot.sound]
'AggregateEquationOfState.aggregate_bulk_deriv_lt' depends on axioms: [propext, Classical.choice, Quot.sound]
```

In `CompressibleAt V V₁ V₂ P`, the subscripts count derivatives, not phases: `V₁` is the slope function near `P`, and the number `V₂` is the second derivative at `P`. The predicate also requires positive volume and negative slope at `P`. `bulkModulus` is −V/V′ with the actual derivative, and `total` sums over a finite index type `ι` of phases.

The theorem `aggregate_bulk_deriv_ge` says that for at least one phase, all compressible in this sense, `-1 ≤ m` and `m ≤ deriv (bulkModulus (V i)) P` for every `i` imply the same lower bound for the total. `aggregate_bulk_deriv_lt` gives the reverse strict inequality when all B_i′ equal some m < −1 and two moduli differ.

The step from this model to your sample is that its volume really is the sum of fixed phase curves at a common pressure. Phase transformations that change the amounts, or stresses between grains, break that assumption. Within it, the bound gives a consistency check on mixture equations of state built from computed phase volumes.

The proof follows the calculation above. `hasDerivAt_bulk` applies the quotient rule with `V₁` in place of `deriv V`, then transfers the result because the two agree near `P`. `curvature_eq` is the relation V(B′ + 1) = V″B², and `compressibleAt_total` shows that the sum satisfies the same predicate, so the one-phase lemmas apply to it. `reuss_average` records the average for B.

In `mixing_rule`, the step `term` clears the quotients, turning the contribution of phase i to the right-hand side into

B² V_i″ + (m + 1)(2B V_i′ + V_i).

After summation, the relations B²V″ = V(B′ + 1) and BV′ = −V for the aggregate reduce this to V(B′ − m); `linear_combination` checks the algebra. The lower bound then follows from the signs of the two sums and division by V > 0. For the strict reverse inequality, the first sum vanishes, and some phase must differ in modulus from the aggregate, which makes the second sum positive, while its prefactor m + 1 is negative because m < −1.
